# Density-weighted integral screening changes each closed-shell Fock element by at most \(\tfrac32N^2\tau\)

A direct Hartree–Fock program recomputes two-electron integrals every time it builds a Fock matrix. Before computing a batch, it can multiply a cheap upper bound on the integrals by the largest density element they could meet, and skip the batch if the product lies below a threshold \(\tau\). Programs differ in the details of the test; this is the version studied here. The bound factors are computed once per geometry, and the density maxima once per build. What follows bounds the error that skipping causes in one closed-shell Fock build, for a finite real basis and a fixed density matrix.

## From the Schwarz inequality to the Fock matrix

Let \(\varphi_1,\dots,\varphi_N\) be real basis functions, and let

\[
(ab,cd)=\iint \frac{\varphi_a(\mathbf r)\varphi_b(\mathbf r)\,\varphi_c(\mathbf r')\varphi_d(\mathbf r')}{|\mathbf r-\mathbf r'|}\,d\mathbf r\,d\mathbf r'.
\]

With density matrix \(D\), the two-electron part of the Fock matrix is

\[
F_{ab}=\sum_{cd}D_{cd}\left[(ab,cd)-\tfrac12(ac,bd)\right].
\]

Suppose that \(|(ab,cd)|\le Q_{ab}Q_{cd}\), and let \(W_{abcd}\) be the largest modulus among \(D_{ab},D_{cd},D_{ac},D_{ad},D_{bc},D_{bd}\). A quartet is negligible if \(Q_{ab}Q_{cd}W_{abcd}<\tau\), with \(\tau>0\). The claim is that setting any negligible quartets to zero changes every \(F_{ab}\) by at most \((\tfrac32N^2-N)\tau\), and hence by at most \(\tfrac32N^2\tau\).

**The integral bound.** Write \(J(f,g)\) for the Coulomb repulsion between charge distributions \(f\) and \(g\). It is symmetric, and the self-repulsion \(J(f,f)\) is never negative. For every real \(x\),

\[
0\le J(xf+g,xf+g)=x^2J(f,f)+2xJ(f,g)+J(g,g).
\]

A quadratic that is nowhere negative has a discriminant that is not positive, so \(4J(f,g)^2-4J(f,f)J(g,g)\le0\). If \(J(f,f)=0\), the expression is linear in \(x\) and can stay non-negative only if \(J(f,g)=0\), so the inequality holds then too. With \(f=\varphi_a\varphi_b\) and \(g=\varphi_c\varphi_d\), taking roots gives the required bound with \(Q_{ab}=\sqrt{(ab,ab)}\).

**One term.** Let \(\delta_{abcd}\) be the original integral minus the screened one. It is zero for a retained quartet and \((ab,cd)\) for a dropped one. If \(|x|\le W_{abcd}\), then for a dropped quartet

\[
|x\,\delta_{abcd}|\le W_{abcd}Q_{ab}Q_{cd}<\tau,
\]

so \(|x\,\delta_{abcd}|\le\tau\) in both cases.

**The sum.** The Fock error is

\[
\Delta F_{ab}=\sum_{cd}\left[D_{cd}\delta_{abcd}-\tfrac12D_{cd}\delta_{acbd}\right].
\]

The element \(D_{cd}\) is among the six for \((ab,cd)\), and also among the six for \((ac,bd)\). Each term is therefore at most \(\tau+\tau/2=3\tau/2\) in modulus. When \(c=b\), the Coulomb and exchange integrals coincide, and the term is only \(\tfrac12D_{bd}\delta_{abbd}\), at most \(\tau/2\). There are \(N\) such terms, one for each \(d\), so

\[
|\Delta F_{ab}|\le(N^2-N)\tfrac32\tau+N\tfrac12\tau=\left(\tfrac32N^2-N\right)\tau.
\]

To guarantee an error of at most \(\varepsilon\) in each element, it suffices to take \(\tau=2\varepsilon/(3N^2)\). This is a worst-case choice, which allows every term to err by its full amount with the same sign.

## The Fock build and the screening test in Lean

The basis functions are labelled by a type `n`. When sums are needed it is finite, and `Fintype.card n` is \(N\).

```lean
import Mathlib

open Finset

namespace IntegralScreening

noncomputable section

variable {n : Type*}
```

Densities and integrals are real arrays, given as functions of two and four indices. The factor \(\tfrac12\) in the exchange term fixes the closed-shell convention, in which \(D\) includes the double occupation of orbitals.

```lean
/-- Two-electron part of the closed-shell Fock matrix,
`F_ab = ∑_cd D_cd [(ab,cd) - (ac,bd)/2]`. -/
def fock [Fintype n] (D : n → n → ℝ) (G : n → n → n → n → ℝ) (a b : n) : ℝ :=
  ∑ c, ∑ d, D c d * (G a b c d - G a c b d / 2)
```

The two-electron energy is \(\tfrac12\sum_{ab}D_{ab}F_{ab}\).

```lean
/-- Two-electron energy, `(1/2) ∑_ab D_ab F_ab`. -/
def energy [Fintype n] (D : n → n → ℝ) (G : n → n → n → n → ℝ) : ℝ :=
  (∑ a, ∑ b, D a b * fock D G a b) / 2
```

The weight \(W_{abcd}\) is a nested maximum, and the test is a strict inequality.

```lean
/-- The largest modulus among `D_ab`, `D_cd`, `D_ac`, `D_ad`, `D_bc` and `D_bd`. -/
def densityWeight (D : n → n → ℝ) (a b c d : n) : ℝ :=
  max |D a b| (max |D c d| (max |D a c| (max |D a d| (max |D b c| |D b d|))))

/-- The screening test: the integral bound times the density weight is below `τ`. -/
def Negligible (Q D : n → n → ℝ) (τ : ℝ) (a b c d : n) : Prop :=
  Q a b * Q c d * densityWeight D a b c d < τ
```

The dropped quartets form a predicate `S`. The error theorems require only that every quartet in `S` be negligible, not that every negligible quartet be in `S`. This accommodates codes that test whole shell quartets using the largest \(Q\) and density elements in each block: such a test may retain some negligible integrals, but each one it drops is negligible individually.

```lean
open Classical in
/-- The integrals after the quartets in `S` have been set to zero. -/
def screened (S : n → n → n → n → Prop) (G : n → n → n → n → ℝ) (a b c d : n) : ℝ :=
  if S a b c d then 0 else G a b c d
```

To connect the arrays with functions, `eri` takes the basis functions from a commutative real algebra `A` and the repulsion as a bilinear form `J` on it. The algebra needs no unit, which suits Gaussians: finite sums of polynomials times Gaussians are closed under multiplication but do not contain the constant function 1.

```lean
/-- Repulsion integrals `(ab,cd)` of the products of basis functions `φ`, for a bilinear
repulsion form `J`. -/
def eri {A : Type*} [NonUnitalCommRing A] [Module ℝ A] (J : A →ₗ[ℝ] A →ₗ[ℝ] ℝ)
    (φ : n → A) (a b c d : n) : ℝ :=
  J (φ a * φ b) (φ c * φ d)

/-- The Schwarz factor `Q_ab = √(ab,ab)`. -/
def schwarzQ (G : n → n → n → n → ℝ) (a b : n) : ℝ := Real.sqrt (G a b a b)
```

## The Schwarz bound as a discriminant inequality

The hypotheses `hsymm` and `hpos` express the symmetry of the repulsion and the non-negativity of electrostatic self-energy. They are assumed for `J`; neither they nor the convergence of the Coulomb integral is derived here from \(1/|\mathbf r-\mathbf r'|\).

In the proof, `hx` is the quadratic inequality and `discrim_le_zero` gives the sign of the discriminant. The last lines combine the two square roots into one and take the root of `key`.

```lean
/-- Schwarz bound: for a symmetric positive semidefinite repulsion form,
`|(ab,cd)| ≤ √(ab,ab) √(cd,cd)`. -/
theorem schwarz_bound {A : Type*} [NonUnitalCommRing A] [Module ℝ A]
    (J : A →ₗ[ℝ] A →ₗ[ℝ] ℝ) (hsymm : ∀ f g, J f g = J g f) (hpos : ∀ f, 0 ≤ J f f)
    (φ : n → A) (a b c d : n) :
    |eri J φ a b c d| ≤ schwarzQ (eri J φ) a b * schwarzQ (eri J φ) c d := by
  have key : ∀ f g : A, (J f g) ^ 2 ≤ J f f * J g g := by
    intro f g
    -- the self-repulsion of `x f + g` is a nonnegative quadratic in `x`
    have hx : ∀ x : ℝ, 0 ≤ J f f * (x * x) + 2 * J f g * x + J g g := by
      intro x
      have h := hpos (x • f + g)
      simp only [map_add, map_smul, LinearMap.add_apply, LinearMap.smul_apply,
        smul_eq_mul] at h
      have hs := hsymm g f
      rw [hs] at h
      nlinarith
    have h := discrim_le_zero hx
    unfold discrim at h
    nlinarith
  unfold schwarzQ eri
  rw [← Real.sqrt_mul (hpos _)]
  exact Real.abs_le_sqrt (key _ _)
```

## Error bounds for any set of negligible quartets

The next lemma is the estimate for one term. Its hypothesis `hG` is the integral bound, which `schwarz_bound` supplies for a repulsion form, although any other valid \(Q\) will do. The case split separates dropped from retained quartets; the retained case needs only \(0\le\tau\).

```lean
/-- Screening changes an integral, multiplied by any number no larger in modulus than the
density weight of its quartet, by at most `τ`. -/
theorem term_error_le {Q D : n → n → ℝ} {G : n → n → n → n → ℝ} {τ : ℝ}
    {S : n → n → n → n → Prop} (hτ : 0 < τ)
    (hG : ∀ a b c d, |G a b c d| ≤ Q a b * Q c d)
    (hS : ∀ a b c d, S a b c d → Negligible Q D τ a b c d)
    (a b c d : n) {x : ℝ} (hx : |x| ≤ densityWeight D a b c d) :
    |x * (G a b c d - screened S G a b c d)| ≤ τ := by
  unfold screened
  split_ifs with h
  · have h1 := hS a b c d h
    unfold Negligible at h1
    rw [sub_zero, abs_mul]
    calc |x| * |G a b c d| ≤ densityWeight D a b c d * (Q a b * Q c d) :=
          mul_le_mul hx (hG a b c d) (abs_nonneg _) ((abs_nonneg x).trans hx)
      _ ≤ τ := by rw [mul_comm]; exact h1.le
  · simpa using hτ.le
```

In the main theorem, `key` writes the Fock error as a double sum. The lemma is then applied twice with `x := D c d`, once to the quartet \((ab,cd)\) and once to \((ac,bd)\). The step `term` gives \(3\tau/2\) in general and \(\tau/2\) when \(c=b\), where `subst` makes the two integrals identical. The triangle inequality and the count in `hs` finish the sum. Symmetry of \(D\) is not used.

```lean
/-- Setting any negligible quartets to zero changes each Fock matrix element by at most
`(3/2 N² - N) τ`, with `N` the number of basis functions. -/
theorem fock_error_le_sharper [Fintype n] {Q D : n → n → ℝ} {G : n → n → n → n → ℝ} {τ : ℝ}
    {S : n → n → n → n → Prop} (hτ : 0 < τ)
    (hG : ∀ a b c d, |G a b c d| ≤ Q a b * Q c d)
    (hS : ∀ a b c d, S a b c d → Negligible Q D τ a b c d) (a b : n) :
    |fock D G a b - fock D (screened S G) a b|
      ≤ (3 / 2 * (Fintype.card n : ℝ) ^ 2 - Fintype.card n) * τ := by
  classical
  have key : fock D G a b - fock D (screened S G) a b =
      ∑ c, ∑ d, (D c d * (G a b c d - screened S G a b c d)
        - D c d * (G a c b d - screened S G a c b d) / 2) := by
    simp only [fock, ← Finset.sum_sub_distrib]
    refine Finset.sum_congr rfl fun c _ => Finset.sum_congr rfl fun d _ => ?_
    ring
  -- Coulomb and exchange errors of one term; for `c = b` they partly cancel
  have term : ∀ c d, |D c d * (G a b c d - screened S G a b c d)
        - D c d * (G a c b d - screened S G a c b d) / 2|
      ≤ (3 / 2 - if c = b then (1 : ℝ) else 0) * τ := by
    intro c d
    have h1 := abs_le.mp (term_error_le hτ hG hS a b c d (x := D c d)
      (by simp [densityWeight]))
    have h2 := abs_le.mp (term_error_le hτ hG hS a c b d (x := D c d)
      (by simp [densityWeight]))
    obtain ⟨h1l, h1r⟩ := h1
    obtain ⟨h2l, h2r⟩ := h2
    split_ifs with h
    · subst h
      rw [abs_le]
      constructor <;> linarith
    · rw [abs_le]
      constructor <;> linarith
  have hs : ∑ c : n, (3 / 2 - if c = b then (1 : ℝ) else 0)
      = 3 / 2 * (Fintype.card n : ℝ) - 1 := by
    simp only [Finset.sum_sub_distrib, Finset.sum_const, Finset.card_univ, nsmul_eq_mul,
      Finset.sum_ite_eq', Finset.mem_univ, ↓reduceIte]
    ring
  rw [key]
  calc _ ≤ ∑ c : n, ∑ _d : n, (3 / 2 - if c = b then (1 : ℝ) else 0) * τ :=
        (Finset.abs_sum_le_sum_abs _ _).trans (Finset.sum_le_sum fun c _ =>
          (Finset.abs_sum_le_sum_abs _ _).trans (Finset.sum_le_sum fun d _ => term c d))
    _ = (3 / 2 * (Fintype.card n : ℝ) ^ 2 - Fintype.card n) * τ := by
        simp only [Finset.sum_const, Finset.card_univ, nsmul_eq_mul]
        rw [← Finset.mul_sum, ← Finset.sum_mul, hs]
        ring
```

Since \(N\tau\ge0\), the simpler constant follows.

```lean
/-- Setting any negligible quartets to zero changes each Fock matrix element by at most
`(3/2) N² τ`. -/
theorem fock_error_le [Fintype n] {Q D : n → n → ℝ} {G : n → n → n → n → ℝ} {τ : ℝ}
    {S : n → n → n → n → Prop} (hτ : 0 < τ)
    (hG : ∀ a b c d, |G a b c d| ≤ Q a b * Q c d)
    (hS : ∀ a b c d, S a b c d → Negligible Q D τ a b c d) (a b : n) :
    |fock D G a b - fock D (screened S G) a b|
      ≤ 3 / 2 * (Fintype.card n : ℝ) ^ 2 * τ := by
  have h := fock_error_le_sharper hτ hG hS a b
  have h0 : 0 ≤ (Fintype.card n : ℝ) * τ := mul_nonneg (Nat.cast_nonneg _) hτ.le
  nlinarith
```

Because \(D\) may be any real array, the bound also covers an incremental build, where the change in density since the previous iteration takes the place of \(D\). The errors of successive increments then add, so \(k\) builds can accumulate up to \(k\) times the bound.

Contracting the Fock error with \(D\) and halving it gives the energy bound

\[
|\Delta E|\le\tfrac34N^2\tau\sum_{ab}|D_{ab}|.
\]

The same \(D\) appears in both energies, so this does not describe how screening shifts a converged self-consistent solution. Rounding errors are also left out.

```lean
/-- The two-electron energy changes by at most `(3/4) N² τ` times the sum of the moduli of
the density elements. -/
theorem energy_error_le [Fintype n] {Q D : n → n → ℝ} {G : n → n → n → n → ℝ} {τ : ℝ}
    {S : n → n → n → n → Prop} (hτ : 0 < τ)
    (hG : ∀ a b c d, |G a b c d| ≤ Q a b * Q c d)
    (hS : ∀ a b c d, S a b c d → Negligible Q D τ a b c d) :
    |energy D G - energy D (screened S G)|
      ≤ 3 / 4 * (Fintype.card n : ℝ) ^ 2 * τ * ∑ a, ∑ b, |D a b| := by
  have key : energy D G - energy D (screened S G) =
      (∑ a, ∑ b, D a b * (fock D G a b - fock D (screened S G) a b)) / 2 := by
    simp only [energy, mul_sub, Finset.sum_sub_distrib]
    ring
  have hb : |∑ a, ∑ b, D a b * (fock D G a b - fock D (screened S G) a b)|
      ≤ ∑ a, ∑ b, |D a b| * (3 / 2 * (Fintype.card n : ℝ) ^ 2 * τ) := by
    refine (Finset.abs_sum_le_sum_abs _ _).trans (Finset.sum_le_sum fun a _ =>
      (Finset.abs_sum_le_sum_abs _ _).trans (Finset.sum_le_sum fun b _ => ?_))
    rw [abs_mul]
    exact mul_le_mul_of_nonneg_left (fock_error_le hτ hG hS a b) (abs_nonneg _)
  simp only [← Finset.sum_mul] at hb
  rw [key, abs_div, abs_of_pos (by norm_num : (0 : ℝ) < 2)]
  linarith
```

## Symmetry of the screened Fock matrix

An arbitrary `S` might drop \((ab,cd)\) but keep \((ba,dc)\), which could make the screened Fock matrix unsymmetric. The next theorem takes a symmetric \(D\) and drops every quartet that is negligible with the Schwarz factors. The test then gives the same answer when both pairs are reversed, and when the two pairs are exchanged.

Marking screened integrals by a tilde, the calculation starts from

\[
\widetilde F_{ab}=\sum_{cd}D_{dc}\left[\widetilde{(ab,dc)}-\tfrac12\widetilde{(ad,bc)}\right],
\]

where the summation labels have been exchanged. Reversing both pairs turns the first integral into \(\widetilde{(ba,cd)}\), and exchanging the pairs turns the second into \(\widetilde{(bc,ad)}\). With \(D_{dc}=D_{cd}\), the sum is \(\widetilde F_{ba}\). In the proof, `h1` and `h2` are these two invariances, and `Finset.sum_comm` exchanges the labels.

```lean
/-- For a symmetric density matrix and a symmetric repulsion form, the Fock matrix built after
dropping every quartet that is `Negligible` with the Schwarz factors is symmetric. -/
theorem screened_fock_symm [Fintype n] {A : Type*} [NonUnitalCommRing A] [Module ℝ A]
    (J : A →ₗ[ℝ] A →ₗ[ℝ] ℝ) (hsymm : ∀ f g, J f g = J g f) (φ : n → A)
    {D : n → n → ℝ} (hD : ∀ a b, D a b = D b a) (τ : ℝ) (a b : n) :
    fock D (screened (Negligible (schwarzQ (eri J φ)) D τ) (eri J φ)) a b
      = fock D (screened (Negligible (schwarzQ (eri J φ)) D τ) (eri J φ)) b a := by
  have hQ : ∀ a b, schwarzQ (eri J φ) a b = schwarzQ (eri J φ) b a := by
    intro a b
    unfold schwarzQ eri
    rw [mul_comm (φ a) (φ b)]
  -- the test and the integral are unchanged when both pairs are reversed
  have h1 : ∀ a b c d, screened (Negligible (schwarzQ (eri J φ)) D τ) (eri J φ) a b c d
      = screened (Negligible (schwarzQ (eri J φ)) D τ) (eri J φ) b a d c := by
    intro a b c d
    have hw : densityWeight D a b c d = densityWeight D b a d c := by
      unfold densityWeight
      rw [hD b a, hD d c]
      ac_rfl
    have w : Negligible (schwarzQ (eri J φ)) D τ a b c d
        ↔ Negligible (schwarzQ (eri J φ)) D τ b a d c := by
      unfold Negligible
      rw [hQ a b, hQ c d, hw]
    have e : eri J φ a b c d = eri J φ b a d c := by
      unfold eri
      rw [mul_comm (φ a) (φ b), mul_comm (φ c) (φ d)]
    unfold screened
    by_cases h : Negligible (schwarzQ (eri J φ)) D τ a b c d
    · rw [if_pos h, if_pos (w.1 h)]
    · rw [if_neg h, if_neg (fun k => h (w.2 k)), e]
  -- and when the two pairs are exchanged
  have h2 : ∀ a b c d, screened (Negligible (schwarzQ (eri J φ)) D τ) (eri J φ) a b c d
      = screened (Negligible (schwarzQ (eri J φ)) D τ) (eri J φ) c d a b := by
    intro a b c d
    have hw : densityWeight D a b c d = densityWeight D c d a b := by
      unfold densityWeight
      rw [hD c a, hD c b, hD d a, hD d b]
      ac_rfl
    have w : Negligible (schwarzQ (eri J φ)) D τ a b c d
        ↔ Negligible (schwarzQ (eri J φ)) D τ c d a b := by
      unfold Negligible
      rw [hw, mul_comm (schwarzQ (eri J φ) a b) (schwarzQ (eri J φ) c d)]
    have e : eri J φ a b c d = eri J φ c d a b := hsymm _ _
    unfold screened
    by_cases h : Negligible (schwarzQ (eri J φ)) D τ a b c d
    · rw [if_pos h, if_pos (w.1 h)]
    · rw [if_neg h, if_neg (fun k => h (w.2 k)), e]
  unfold fock
  rw [Finset.sum_comm]
  refine Finset.sum_congr rfl fun x _ => Finset.sum_congr rfl fun y _ => ?_
  rw [hD y x, h1 a b y x, h2 a y b x]
```

## A single basis function attains the sharper constant in the limit

For \(N=1\) the sharper bound is \(\tau/2\). Take one function, with index `0` in `Fin 1`, whose only integral is 1, with \(Q=1\) and density \(g\), where \(0\le g<\tau\). The function need not be normalised: if it is doubly occupied, \(g\) is 2 divided by its squared norm, so a small \(g\) means a large norm. The integral is negligible, and dropping it changes the Fock element from \(g(1-\tfrac12)=g/2\) to zero. As \(g\) approaches \(\tau\), the error approaches \(\tau/2\), so no smaller multiple of \(\tau\) would hold for \(N=1\).

The theorem states three things: the integral obeys its bound, the quartet passes the test for being dropped, and the error is exactly \(g/2\).

```lean
/-- One basis function with `(11,11) = 1`, `Q = 1` and density `0 ≤ g < τ`: the integral
obeys its bound, is negligible, and dropping it changes the Fock element by `g/2`. -/
theorem fock_error_witness {g τ : ℝ} (hg : 0 ≤ g) (hgt : g < τ) :
    (∀ _a _b _c _d : Fin 1, |(1 : ℝ)| ≤ 1 * 1) ∧
    (∀ a b c d : Fin 1, Negligible (fun _ _ => 1) (fun _ _ => g) τ a b c d) ∧
    |fock (fun _ _ : Fin 1 => g) (fun _ _ _ _ => 1) 0 0
      - fock (fun _ _ : Fin 1 => g)
        (screened (Negligible (fun _ _ => 1) (fun _ _ => g) τ) (fun _ _ _ _ => 1)) 0 0|
      = g / 2 := by
  have hN : ∀ a b c d : Fin 1, Negligible (fun _ _ => 1) (fun _ _ => g) τ a b c d := by
    intro a b c d
    simp [Negligible, densityWeight, abs_of_nonneg hg, hgt]
  have e1 : fock (fun _ _ : Fin 1 => g) (fun _ _ _ _ => 1) 0 0 = g / 2 := by
    simp only [fock, Finset.univ_unique, Finset.sum_singleton]
    ring
  have e2 : fock (fun _ _ : Fin 1 => g)
      (screened (Negligible (fun _ _ => 1) (fun _ _ => g) τ) (fun _ _ _ _ => 1)) 0 0 = 0 := by
    simp [fock, screened, hN]
  refine ⟨fun _ _ _ _ => by norm_num, hN, ?_⟩
  rw [e1, e2, sub_zero, abs_of_nonneg (by linarith)]

end

end IntegralScreening
```

```lean
#print axioms IntegralScreening.schwarz_bound
#print axioms IntegralScreening.fock_error_le
#print axioms IntegralScreening.energy_error_le
#print axioms IntegralScreening.screened_fock_symm
```

```
'IntegralScreening.schwarz_bound' depends on axioms: [propext, Classical.choice, Quot.sound]
'IntegralScreening.fock_error_le' depends on axioms: [propext, Classical.choice, Quot.sound]
'IntegralScreening.energy_error_le' depends on axioms: [propext, Classical.choice, Quot.sound]
'IntegralScreening.screened_fock_symm' depends on axioms: [propext, Classical.choice, Quot.sound]
```
